# A contracting climbing-image force implies one negative Hessian mode with squared tangent overlap above one half

## A zero force does not identify a saddle

A climbing-image search can reach zero force at the wrong kind of stationary point. Its force is the true force with the component along the path tangent inverted, so it vanishes at minima and higher-order saddles as well as at first-order saddles. What distinguishes them is how the force acts nearby.

Let $x$ be a small displacement from a stationary point with real symmetric Hessian $H$, and let $t$ be a fixed unit tangent. The harmonic climbing-image force is

$$F(x)=-(I-2tt^T)Hx .$$

Call it contracting if $q(x)=x\cdot(I-2tt^T)Hx>0$ for all $x\neq0$. Physically, every displacement then meets a force component pointing back to the stationary point. Along the flow $\dot x=F(x)$, where the dot is the derivative with respect to a fictitious relaxation time $\tau$,

$$\frac{d}{d\tau}(x\cdot x)=2x\cdot F(x)=-2q(x)<0\qquad(x\ne0).$$

## One negative eigenvalue, aligned with the tangent

If the force is contracting, $H$ has exactly one negative eigenvalue, counted with multiplicity, and all others are positive. Every unit eigenvector $w$ with negative eigenvalue satisfies $(t\cdot w)^2>1/2$. For nudged elastic band calculations, this ties contraction to the saddle's order within a harmonic, fixed-tangent model.

Expanding the reflection gives

$$q(x)=x\cdot Hx-2(t\cdot x)(t\cdot Hx).$$

1. If $Hw=\mu w$ and $w\cdot w=1$, then $q(w)=\mu\,(1-2(t\cdot w)^2)>0$. Hence $\mu\neq0$, and $\mu<0$ forces $(t\cdot w)^2>1/2$.
2. At the tangent, $q(t)=-t\cdot Ht>0$, so $t\cdot Ht<0$. If all eigenvalues were nonnegative, $t\cdot Ht$ would be too. Some eigenvalue is therefore negative.
3. Suppose orthonormal eigenvectors $u,w$ both had negative eigenvalues. With $a=t\cdot u$ and $b=t\cdot w$,
$$0\le|t-au-bw|^2=1-a^2-b^2,$$
but step 1 gives $a^2+b^2>1$, a contradiction. The remaining eigenvalues are nonzero and not negative, hence positive.

## Aligned tangents and two planar Hessians

Suppose $Ht=\mu t$ with $\mu<0$, and $H$ has positive curvature orthogonal to $t$. Write $x=at+y$ with $t\cdot y=0$. Then $x\cdot Hx=\mu a^2+y\cdot Hy$ and $t\cdot Hx=\mu a$, so $q(x)=-\mu a^2+y\cdot Hy>0$ for $x\ne0$. The force is contracting.

For $H=\mathrm{diag}(-1,1)$ and $t=(c,s)$ with $c^2+s^2=1$,

$$q(x)=(2c^2-1)x_0^2+(1-2s^2)x_1^2=(2c^2-1)(x_0^2+x_1^2).$$

Contraction is equivalent to $c^2>1/2$, so the bound cannot be raised. For $\mathrm{diag}(-1,4)$ and $t=(4/5,3/5)$, the squared overlap is $16/25$, yet $q(1,1)=-37/25$. Overlap above one half is not sufficient in general.

## Contraction is stronger than linear stability

A likely slip is to replace $q(x)>0$ by positive real parts for the eigenvalues of $(I-2tt^T)H$. That matrix need not be symmetric. In the last example its trace is $7/5$ and its determinant $4$, so the flow is linearly stable although some displacements initially grow; this stability calculation is not part of the code.

## Hessian, tangent and spectrum in Lean

The finite type `n` labels real coordinates, `H.IsHermitian` means that $H$ is symmetric, and `t ⬝ᵥ t = 1` normalises the tangent. `Contracting H t` is the condition on $q$. The family `hH.eigenvalues` lists eigenvalues with multiplicity, while the overlap claim covers any unit eigenvector with negative eigenvalue.

Contraction is assumed, not derived from a path. Zero modes, such as the overall translation of a free molecule, rule it out by step 1, so they must be removed from the coordinates before the condition can hold. Anharmonicity, tangent updates and the other images are absent, and `distance_decreases` gives a derivative at one time, not convergence.

```lean
import Mathlib

open Matrix

namespace ClimbingImageOverlap

noncomputable section

variable {n : Type*} [Fintype n] [DecidableEq n]

/-- The matrix `I - 2 t tᵀ`. When the path tangent `t` is a unit vector, it inverts the component
along `t`. -/
def tangentReflection (t : n → ℝ) : Matrix n n ℝ :=
  1 - (2 : ℝ) • Matrix.vecMulVec t t

/-- The climbing-image force at displacement `x` from a stationary point with Hessian `H`: the
harmonic force `-H x` multiplied by `I - 2 t tᵀ`, which inverts its component along `t` when `t` is
a unit vector. -/
def climbingForce (H : Matrix n n ℝ) (t x : n → ℝ) : n → ℝ :=
  -((tangentReflection t * H) *ᵥ x)

/-- The climbing-image force has a negative component along every nonzero displacement `x`. -/
def Contracting (H : Matrix n n ℝ) (t : n → ℝ) : Prop :=
  ∀ x : n → ℝ, x ≠ 0 → 0 < x ⬝ᵥ ((tangentReflection t * H) *ᵥ x)

/-- The reflected quadratic form is the curvature form of `H` minus twice the product of the dot
products of `t` with `x` and with `H x`. -/
theorem reflected_form (H : Matrix n n ℝ) (t x : n → ℝ) :
    x ⬝ᵥ ((tangentReflection t * H) *ᵥ x)
      = x ⬝ᵥ (H *ᵥ x) - 2 * (t ⬝ᵥ x) * (t ⬝ᵥ (H *ᵥ x)) := by
  have key : ∀ y : n → ℝ,
      ((2 : ℝ) • Matrix.vecMulVec t t) *ᵥ y = (2 * (t ⬝ᵥ y)) • t := by
    intro y
    ext i
    simp only [Matrix.mulVec, dotProduct, Matrix.smul_apply, Matrix.vecMulVec_apply,
      Pi.smul_apply, smul_eq_mul, Finset.mul_sum, Finset.sum_mul]
    exact Finset.sum_congr rfl (fun j _ => by ring)
  rw [← Matrix.mulVec_mulVec, tangentReflection, Matrix.sub_mulVec, Matrix.one_mulVec, key,
    dotProduct_sub, dotProduct_smul, smul_eq_mul, dotProduct_comm x t]
  ring

/-- Under the contracting condition, the squared distance to the stationary point decreases
along the climbing-image flow wherever the displacement is nonzero. -/
theorem distance_decreases {H : Matrix n n ℝ} {t : n → ℝ} (hc : Contracting H t)
    {x : ℝ → n → ℝ} {τ : ℝ} (hx : HasDerivAt x (climbingForce H t (x τ)) τ)
    (hne : x τ ≠ 0) : deriv (fun s => x s ⬝ᵥ x s) τ < 0 := by
  have hi := hasDerivAt_pi.mp hx
  have hd : HasDerivAt (fun s => x s ⬝ᵥ x s)
      (2 * (x τ ⬝ᵥ climbingForce H t (x τ))) τ := by
    have h := HasDerivAt.fun_sum (u := Finset.univ)
      (fun i (_ : i ∈ Finset.univ) => (hi i).fun_mul (hi i))
    simp only [dotProduct]
    refine h.congr_deriv ?_
    rw [Finset.mul_sum]
    exact Finset.sum_congr rfl (fun i _ => by ring)
  rw [hd.deriv, climbingForce, dotProduct_neg]
  linarith [hc _ hne]

/-- For a unit eigenvector `w` of `H` with eigenvalue `μ`, the contracting condition makes
`μ (1 - 2 ⟨t,w⟩²)` positive. -/
theorem eigenvector_sign {H : Matrix n n ℝ} {t w : n → ℝ} {μ : ℝ} (hc : Contracting H t)
    (hw : w ⬝ᵥ w = 1) (hE : H *ᵥ w = μ • w) : 0 < μ * (1 - 2 * (t ⬝ᵥ w) ^ 2) := by
  have hne : w ≠ 0 := by
    rintro rfl
    simp at hw
  have h := hc w hne
  rw [reflected_form, hE, dotProduct_smul, dotProduct_smul, hw, smul_eq_mul, smul_eq_mul] at h
  linarith

omit [DecidableEq n] in
/-- The squared overlaps of a unit vector with two orthonormal vectors add up to at most one. -/
theorem overlap_sum_le_one {t u w : n → ℝ} (ht : t ⬝ᵥ t = 1) (hu : u ⬝ᵥ u = 1)
    (hw : w ⬝ᵥ w = 1) (huw : u ⬝ᵥ w = 0) : (t ⬝ᵥ u) ^ 2 + (t ⬝ᵥ w) ^ 2 ≤ 1 := by
  have h : 0 ≤ (t - (t ⬝ᵥ u) • u - (t ⬝ᵥ w) • w) ⬝ᵥ (t - (t ⬝ᵥ u) • u - (t ⬝ᵥ w) • w) :=
    Finset.sum_nonneg (fun i _ => mul_self_nonneg _)
  simp only [sub_dotProduct, dotProduct_sub, smul_dotProduct, dotProduct_smul,
    smul_eq_mul] at h
  rw [dotProduct_comm u t, dotProduct_comm w t, dotProduct_comm w u, hu, hw, huw, ht] at h
  nlinarith [h]

/-- Let `H` be symmetric. If the climbing-image force with unit tangent `t` is contracting, then `H`
has exactly one negative eigenvalue, all others (with multiplicity) are positive, and every unit
eigenvector with negative eigenvalue has squared overlap with `t` greater than one half. -/
theorem contracting_implies_saddle {H : Matrix n n ℝ} (hH : H.IsHermitian) {t : n → ℝ}
    (ht : t ⬝ᵥ t = 1) (hc : Contracting H t) :
    (∃ i, hH.eigenvalues i < 0 ∧ ∀ j, j ≠ i → 0 < hH.eigenvalues j) ∧
    ∀ (μ : ℝ) (w : n → ℝ), μ < 0 → w ⬝ᵥ w = 1 → H *ᵥ w = μ • w →
      1 / 2 < (t ⬝ᵥ w) ^ 2 := by
  have overlap : ∀ (μ : ℝ) (w : n → ℝ), μ < 0 → w ⬝ᵥ w = 1 → H *ᵥ w = μ • w →
      1 / 2 < (t ⬝ᵥ w) ^ 2 := by
    intro μ w hμ hw hE
    have h := eigenvector_sign hc hw hE
    by_contra hcon
    have h2 : 0 ≤ 1 - 2 * (t ⬝ᵥ w) ^ 2 := by linarith [not_lt.mp hcon]
    linarith [mul_nonpos_of_nonpos_of_nonneg hμ.le h2]
  refine ⟨?_, overlap⟩
  have orth : ∀ i j, (hH.eigenvectorBasis i).ofLp ⬝ᵥ (hH.eigenvectorBasis j).ofLp
      = if i = j then (1 : ℝ) else 0 := by
    intro i j
    have h := orthonormal_iff_ite.mp hH.eigenvectorBasis.orthonormal i j
    rw [← h, PiLp.inner_apply]
    simp only [dotProduct]
    exact Finset.sum_congr rfl (fun k _ => by simp [mul_comm])
  have unit : ∀ i, (hH.eigenvectorBasis i).ofLp ⬝ᵥ (hH.eigenvectorBasis i).ofLp = 1 :=
    fun i => by rw [orth, if_pos rfl]
  -- the curvature along the tangent is negative, so some eigenvalue is negative
  have hneg : ∃ i, hH.eigenvalues i < 0 := by
    by_contra hcon
    push Not at hcon
    have hpsd : H.PosSemidef := hH.posSemidef_iff_eigenvalues_nonneg.mpr hcon
    have h1 : 0 ≤ t ⬝ᵥ (H *ᵥ t) := by
      simpa only [star_trivial] using hpsd.dotProduct_mulVec_nonneg t
    have htne : t ≠ 0 := by
      rintro rfl
      simp at ht
    have h2 := hc t htne
    rw [reflected_form, ht] at h2
    linarith
  obtain ⟨i, hi⟩ := hneg
  refine ⟨i, hi, fun j hji => ?_⟩
  by_contra hcon
  have hEj := hH.mulVec_eigenvectorBasis j
  have hs := eigenvector_sign hc (unit j) hEj
  have hj : hH.eigenvalues j < 0 := by
    refine lt_of_le_of_ne (not_lt.mp hcon) (fun h0 => ?_)
    rw [h0, zero_mul] at hs
    exact lt_irrefl _ hs
  -- two negative modes would both carry more than half of the tangent
  have hoi := overlap _ _ hi (unit i) (hH.mulVec_eigenvectorBasis i)
  have hoj := overlap _ _ hj (unit j) hEj
  have hsum := overlap_sum_le_one ht (unit i) (unit j)
    (by rw [orth, if_neg (Ne.symm hji)])
  linarith

/-- Let `H` be symmetric. If the unit tangent is an eigenvector of `H` with negative eigenvalue and
`H` has positive curvature in all directions orthogonal to it, the climbing-image force is
contracting. -/
theorem contracting_of_aligned {H : Matrix n n ℝ} (hH : H.IsHermitian) {t : n → ℝ} {μ : ℝ}
    (ht : t ⬝ᵥ t = 1) (hE : H *ᵥ t = μ • t) (hμ : μ < 0)
    (hpos : ∀ y : n → ℝ, y ≠ 0 → t ⬝ᵥ y = 0 → 0 < y ⬝ᵥ (H *ᵥ y)) :
    Contracting H t := by
  intro x hx
  have hT : Hᵀ = H := by
    have h := hH.eq
    rwa [Matrix.conjTranspose_eq_transpose_of_trivial] at h
  have htx : t ⬝ᵥ (H *ᵥ x) = μ * (t ⬝ᵥ x) := by
    rw [Matrix.dotProduct_mulVec, ← Matrix.mulVec_transpose, hT, hE, smul_dotProduct,
      smul_eq_mul]
  -- split off the part of the displacement orthogonal to the tangent
  have hy : (x - (t ⬝ᵥ x) • t) ⬝ᵥ (H *ᵥ (x - (t ⬝ᵥ x) • t))
      = x ⬝ᵥ (H *ᵥ x) - μ * (t ⬝ᵥ x) ^ 2 := by
    rw [Matrix.mulVec_sub, Matrix.mulVec_smul, hE]
    simp only [sub_dotProduct, dotProduct_sub, smul_dotProduct, dotProduct_smul, smul_eq_mul]
    rw [htx, dotProduct_comm x t, ht]
    ring
  rw [reflected_form, htx]
  by_cases h0 : x - (t ⬝ᵥ x) • t = 0
  · have ha : t ⬝ᵥ x ≠ 0 := fun ha =>
      hx ((sub_eq_zero.mp h0).trans (by rw [ha, zero_smul]))
    have hsq : 0 < (t ⬝ᵥ x) ^ 2 := by positivity
    rw [h0, zero_dotProduct] at hy
    nlinarith [mul_pos (neg_pos.mpr hμ) hsq]
  · have hp := hpos _ h0 (by
      rw [dotProduct_sub, dotProduct_smul, ht, smul_eq_mul, mul_one, sub_self])
    rw [hy] at hp
    nlinarith [mul_nonneg (neg_pos.mpr hμ).le (sq_nonneg (t ⬝ᵥ x))]

/-- The reflected quadratic form for the planar Hessian `diag(-1, b)` and tangent `(c, s)`. -/
theorem planar_form (b c s : ℝ) (x : Fin 2 → ℝ) :
    x ⬝ᵥ ((tangentReflection ![c, s] * !![-1, 0; 0, b]) *ᵥ x)
      = -(x 0) ^ 2 + b * (x 1) ^ 2
        - 2 * (c * x 0 + s * x 1) * (b * s * x 1 - c * x 0) := by
  have h1 : !![-1, 0; 0, b] *ᵥ x = ![-x 0, b * x 1] := by
    ext i
    fin_cases i <;> simp [Matrix.mulVec, dotProduct, Fin.sum_univ_two]
  rw [reflected_form, h1]
  simp only [dotProduct, Fin.sum_univ_two, Matrix.cons_val_zero, Matrix.cons_val_one]
  ring

/-- For the Hessian `diag(-1, 1)` and a unit tangent `(c, s)`, the climbing-image force is
contracting exactly when `c² > 1/2`. -/
theorem half_is_sharp {c s : ℝ} (h : c ^ 2 + s ^ 2 = 1) :
    Contracting !![-1, 0; 0, 1] ![c, s] ↔ 1 / 2 < c ^ 2 := by
  constructor
  · intro hc
    have h1 := hc ![1, 0] (by
      intro e
      have e0 := congrFun e 0
      simp at e0)
    rw [planar_form] at h1
    simp only [Matrix.cons_val_zero, Matrix.cons_val_one] at h1
    nlinarith [h1]
  · intro hc x hx
    have hpos : 0 < (x 0) ^ 2 + (x 1) ^ 2 := by
      rcases eq_or_ne (x 0) 0 with h0 | h0
      · have h1 : x 1 ≠ 0 := fun h1 => hx (by
          ext i
          fin_cases i <;> simp [h0, h1])
        positivity
      · positivity
    have e : -(x 0) ^ 2 + 1 * (x 1) ^ 2 - 2 * (c * x 0 + s * x 1) * (1 * s * x 1 - c * x 0)
        = (2 * c ^ 2 - 1) * ((x 0) ^ 2 + (x 1) ^ 2) := by
      linear_combination (-2 * (x 1) ^ 2) * h
    rw [planar_form, e]
    exact mul_pos (by linarith) hpos

/-- For the Hessian `diag(-1, 4)`, the tangent `(4/5, 3/5)` has squared overlap above one half
with the direction `(1, 0)`, yet the climbing-image force is not contracting. -/
theorem overlap_not_sufficient :
    1 / 2 < ((![4 / 5, 3 / 5] : Fin 2 → ℝ) ⬝ᵥ ![1, 0]) ^ 2 ∧
      ¬ Contracting !![-1, 0; 0, 4] ![4 / 5, 3 / 5] := by
  constructor
  · simp only [dotProduct, Fin.sum_univ_two, Matrix.cons_val_zero, Matrix.cons_val_one]
    norm_num
  · intro hc
    -- the diagonal displacement is driven away from the saddle
    have h1 := hc ![1, 1] (by
      intro e
      have e0 := congrFun e 0
      simp at e0)
    rw [planar_form] at h1
    simp only [Matrix.cons_val_zero, Matrix.cons_val_one] at h1
    norm_num at h1

end

end ClimbingImageOverlap
```

```lean
#print axioms ClimbingImageOverlap.contracting_implies_saddle
#print axioms ClimbingImageOverlap.contracting_of_aligned
#print axioms ClimbingImageOverlap.half_is_sharp
#print axioms ClimbingImageOverlap.overlap_not_sufficient
```

```
'ClimbingImageOverlap.contracting_implies_saddle' depends on axioms: [propext, Classical.choice, Quot.sound]
'ClimbingImageOverlap.contracting_of_aligned' depends on axioms: [propext, Classical.choice, Quot.sound]
'ClimbingImageOverlap.half_is_sharp' depends on axioms: [propext, Classical.choice, Quot.sound]
'ClimbingImageOverlap.overlap_not_sufficient' depends on axioms: [propext, Classical.choice, Quot.sound]
```

## Eigenvectors and Bessel's inequality in the code

`reflected_form` expands $q$, and `distance_decreases` applies the product rule componentwise. `eigenvector_sign` is the inequality in step 1; `overlap_sum_le_one` expands the squared residual in step 3.

In `contracting_implies_saddle`, `overlap` completes step 1. For `hneg`, assuming no negative eigenvalue makes $H$ positive semidefinite, which contradicts $q(t)>0$. `orth` turns the orthonormality of Mathlib's eigenvector basis into dot products. A second nonpositive eigenvalue is first shown to be nonzero, then excluded by the overlap sum.

`contracting_of_aligned` uses symmetry to obtain $t\cdot Hx=\mu(t\cdot x)$ and splits on whether $y=0$. `planar_form` supplies the two-dimensional formula. `half_is_sharp` tests $(1,0)$ in one direction and uses the factorised form in the other; `overlap_not_sufficient` tests $(1,1)$.
